# Becke–Johnson damping of the $C_6$ attraction: finite at $R=0$, steepest at $R^6=5a^6/7$

Take two positive constants $C$ and $a$, and let the energy of a pair at distance $R$ be $E(R)=-C/(R^2+a^2)$. The exponent 2 is not a dispersion order, but it already shows the mechanism. The first two derivatives are

$$E'(R)=\frac{2CR}{(R^2+a^2)^2},\qquad E''(R)=\frac{2C\,(a^2-3R^2)}{(R^2+a^2)^3}.$$

The slope starts at zero, rises until $R^2=a^2/3$, and falls from there on. The constant $a^2$ in the denominator removes the divergence at $R=0$ and leaves a single distance at which the attractive force is largest.

## The damped energy at order $n$

The undamped dispersion energy of order $n$ is $-C/R^n$, with $C>0$ the dispersion coefficient. Becke–Johnson damping replaces it by

$$E(R)=-\frac{C}{R^n+a^n},\qquad a>0.$$

The damping length $a$ sets the distance scale of the damping, which acts gradually: at $R=a$ the damped energy is half the undamped one. The orders $n=6,8,10$ give the usual $C_6$, $C_8$ and $C_{10}$ terms.

For $n\ge1$, $E(0)=-C/a^n$. If $0\le x<y$, then $x^n<y^n$, and cross-multiplying the positive denominators turns $E(x)<E(y)$ into $Cx^n<Cy^n$, which is true. So $E$ is strictly increasing on $R\ge0$. In the same way, $-C/R^n<E(R)$ for $R>0$ reduces to $0<Ca^n$.

At large distance,

$$R^nE(R)=-C+\frac{Ca^n}{R^n+a^n}\longrightarrow -C,$$

so the undamped tail is recovered.

For the slope, the quotient rule gives

$$E'(R)=\frac{nCR^{n-1}}{(R^n+a^n)^2}.$$

Now let $n\ge2$. Differentiating again and taking out common factors,

$$E''(R)=\frac{nCR^{n-2}\left[(n-1)(R^n+a^n)-2nR^n\right]}{(R^n+a^n)^3}
=\frac{nCR^{n-2}\left[(n-1)a^n-(n+1)R^n\right]}{(R^n+a^n)^3}.$$

For $R>0$ the bracket alone decides the sign. It is positive below and negative above

$$R_*=a\left(\frac{n-1}{n+1}\right)^{1/n}.$$

Hence $E'$ rises strictly on $[0,R_*]$ and falls strictly on $[R_*,\infty)$, and every other positive distance has a smaller slope. For $n=6$ this gives $R_*^6=5a^6/7$, or $R_*\approx0.945\,a$.

The condition $n\ge2$ is needed for the maximum. With $n=1$ and $C=a=1$, the slope is $1/(R+1)^2$, which decreases throughout $R>0$ and attains no maximum there.

In dispersion-corrected density-functional calculations, $E'$ is the magnitude of the attractive force from one such pair term, provided that $C$ and $a$ are held fixed as the atoms move.

## Energy, slope and steepest distance in Lean

```lean
import Mathlib

open Filter Topology Set

namespace BeckeJohnsonDamping

noncomputable section
```

Distances, energies and parameters are real numbers in any consistent set of units, and the order `n` is a natural number.

```lean
/-- The Becke-Johnson damped dispersion energy of order `n` at distance `R`, with dispersion
coefficient `C` and damping length `a`. -/
def bjEnergy (C a : ℝ) (n : ℕ) (R : ℝ) : ℝ := -C / (R ^ n + a ^ n)
```

The definition itself puts no sign condition on `C`, `a` or `R`; each theorem states the conditions it needs.

```lean
/-- The closed formula for the slope of the damped energy. -/
def bjSlope (C a : ℝ) (n : ℕ) (R : ℝ) : ℝ :=
  n * C * R ^ (n - 1) / (R ^ n + a ^ n) ^ 2
```

At this point `bjSlope` is only a formula. That it is the derivative of the energy is proved below.

```lean
/-- The distance `a ((n - 1) / (n + 1))^(1/n)`. -/
def steepestRadius (a : ℝ) (n : ℕ) : ℝ :=
  a * (((n : ℝ) - 1) / (n + 1)) ^ ((n : ℝ)⁻¹)
```

This is $R_*$, with the $n$-th root written as a real power.

## Value at zero, monotonicity and the undamped bound

```lean
/-- At zero distance the damped energy is `-C / a^n`. -/
theorem bjEnergy_zero (C a : ℝ) {n : ℕ} (hn : n ≠ 0) :
    bjEnergy C a n 0 = -C / a ^ n := by
  simp [bjEnergy, hn]
```

Since $n\neq0$, the term $0^n$ vanishes.

```lean
/-- The damped energy increases strictly with distance on `R ≥ 0`. -/
theorem bjEnergy_strictMonoOn {C a : ℝ} (hC : 0 < C) (ha : 0 < a) {n : ℕ} (hn : n ≠ 0) :
    StrictMonoOn (bjEnergy C a n) (Ici 0) := by
  intro x hx y hy hxy
  have hx0 : 0 ≤ x := hx
  have hy0 : 0 ≤ y := hy
  have hpow : x ^ n < y ^ n := pow_lt_pow_left₀ hxy hx0 hn
  unfold bjEnergy
  rw [div_lt_div_iff₀ (by positivity) (by positivity)]
  nlinarith [mul_lt_mul_of_pos_left hpow hC]
```

The theorem assumes $C>0$, $a>0$ and $n\ge1$. `StrictMonoOn … (Ici 0)` means strictly increasing on $[0,\infty)$. The proof is the cross-multiplication above: `hpow` is $x^n<y^n$, `div_lt_div_iff₀` clears the denominators, and `nlinarith` finishes from $Cx^n<Cy^n$.

```lean
/-- At every positive distance the damped energy lies strictly above the undamped
energy `-C / R^n`. -/
theorem undamped_lt_bjEnergy {C a R : ℝ} (hC : 0 < C) (ha : 0 < a) (hR : 0 < R) (n : ℕ) :
    -C / R ^ n < bjEnergy C a n R := by
  unfold bjEnergy
  rw [div_lt_div_iff₀ (by positivity) (by positivity)]
  nlinarith [mul_pos hC (pow_pos ha n)]
```

The same step leaves $0<Ca^n$, which is supplied as a product of positive numbers.

## The long-range limit

```lean
/-- At large distance `R^n E(R)` tends to `-C`. -/
theorem tendsto_pow_mul_bjEnergy (C : ℝ) {a : ℝ} (ha : 0 < a) {n : ℕ} (hn : n ≠ 0) :
    Tendsto (fun R => R ^ n * bjEnergy C a n R) atTop (𝓝 (-C)) := by
  have hden : Tendsto (fun R : ℝ => R ^ n + a ^ n) atTop atTop :=
    tendsto_atTop_add_const_right atTop (a ^ n) (tendsto_pow_atTop hn)
  have h := (hden.const_div_atTop (C * a ^ n)).const_add (-C)
  rw [add_zero] at h
  refine h.congr' ?_
  -- the deviation from the limit is `C a^n / (R^n + a^n)`
  filter_upwards [eventually_ge_atTop (0 : ℝ)] with R hR
  have hne : R ^ n + a ^ n ≠ 0 := by positivity
  unfold bjEnergy
  field_simp
  ring
```

`Tendsto … atTop (𝓝 (-C))` is the limit $R\to\infty$. The proof first shows that $-C+Ca^n/(R^n+a^n)$ tends to $-C$, because its denominator grows without bound. It then checks that this expression equals $R^nE(R)$ for all $R\ge0$, which is enough for a limit at infinity. The sign of $C$ plays no part.

## First and second derivatives

```lean
/-- The derivative of the damped energy at `R ≥ 0` is `n C R^(n-1) / (R^n + a^n)^2`. -/
theorem hasDerivAt_bjEnergy (C : ℝ) {a R : ℝ} (ha : 0 < a) (hR : 0 ≤ R) (n : ℕ) :
    HasDerivAt (bjEnergy C a n) (bjSlope C a n R) R := by
  have hne : R ^ n + a ^ n ≠ 0 := by positivity
  have hden : HasDerivAt (fun x : ℝ => x ^ n + a ^ n) (n * R ^ (n - 1)) R :=
    (hasDerivAt_pow n R).add_const (a ^ n)
  have h := (hasDerivAt_const R (-C)).fun_div hden hne
  refine h.congr_deriv ?_
  unfold bjSlope
  congr 1
  ring
```

`HasDerivAt` says that the derivative exists and has the stated value. The quotient rule is applied to the constant $-C$ over $R^n+a^n$, whose denominator is nonzero for $R\ge0$.

```lean
/-- The derivative of the slope at `R ≥ 0`; its last factor in the numerator is
`(n - 1) a^n - (n + 1) R^n`. -/
theorem hasDerivAt_bjSlope (C : ℝ) {a R : ℝ} (ha : 0 < a) (hR : 0 ≤ R) {n : ℕ} (hn : 2 ≤ n) :
    HasDerivAt (bjSlope C a n)
      (n * C * R ^ (n - 2) * (((n : ℝ) - 1) * a ^ n - (n + 1) * R ^ n)
        / (R ^ n + a ^ n) ^ 3) R := by
  obtain ⟨k, rfl⟩ := Nat.exists_eq_add_of_le' hn
  have hne : R ^ (k + 2) + a ^ (k + 2) ≠ 0 := by positivity
  have hnum := (hasDerivAt_pow (k + 1) R).const_mul (((k + 2 : ℕ) : ℝ) * C)
  have hden : HasDerivAt (fun x : ℝ => (x ^ (k + 2) + a ^ (k + 2)) ^ 2)
      (2 * (R ^ (k + 2) + a ^ (k + 2)) * (((k + 2 : ℕ) : ℝ) * R ^ (k + 1))) R := by
    have h := ((hasDerivAt_pow (k + 2) R).add_const (a ^ (k + 2))).fun_pow 2
    exact h.congr_deriv (by simp)
  have h := hnum.fun_div hden (pow_ne_zero 2 hne)
  refine h.congr_deriv ?_
  simp only [Nat.add_sub_cancel]
  push_cast
  rw [div_eq_div_iff (pow_ne_zero _ (pow_ne_zero _ hne)) (pow_ne_zero _ hne)]
  ring
```

This formula is stated for $n\ge2$. Writing $n=k+2$ turns the exponents $n-1$ and $n-2$ into $k+1$ and $k$, so no subtraction of natural numbers remains. The quotient rule gives a fraction over $(R^n+a^n)^4$, and the last two lines show that it equals the factored form over the cube.

## The maximum of the slope

```lean
/-- The steepest radius is positive and its `n`-th power is `(n - 1) / (n + 1)` times `a^n`. -/
theorem steepestRadius_spec {a : ℝ} (ha : 0 < a) {n : ℕ} (hn : 2 ≤ n) :
    0 < steepestRadius a n ∧
      steepestRadius a n ^ n = ((n : ℝ) - 1) / (n + 1) * a ^ n := by
  have hn' : (2 : ℝ) ≤ n := by exact_mod_cast hn
  have hq : 0 < ((n : ℝ) - 1) / (n + 1) := div_pos (by linarith) (by linarith)
  refine ⟨mul_pos ha (Real.rpow_pos_of_pos hq _), ?_⟩
  unfold steepestRadius
  rw [mul_pow, Real.rpow_inv_natCast_pow hq.le (by omega), mul_comm]
```

For $n\ge2$ the ratio $(n-1)/(n+1)$ is positive, so its root is positive and its $n$-th power returns the ratio.

```lean
/-- Among all positive distances, the derivative of the damped energy is strictly largest at
the steepest radius. -/
theorem deriv_bjEnergy_lt {C a R : ℝ} (hC : 0 < C) (ha : 0 < a) {n : ℕ} (hn : 2 ≤ n)
    (hR : 0 < R) (hne : R ≠ steepestRadius a n) :
    deriv (bjEnergy C a n) R < deriv (bjEnergy C a n) (steepestRadius a n) := by
  obtain ⟨hr, hp⟩ := steepestRadius_spec ha hn
  set r := steepestRadius a n
  have hn0 : n ≠ 0 := by omega
  have hnpos : (0 : ℝ) < n := by exact_mod_cast Nat.pos_of_ne_zero hn0
  have hn1 : (0 : ℝ) < (n : ℝ) + 1 := by linarith
  have hbal : ((n : ℝ) + 1) * r ^ n = ((n : ℝ) - 1) * a ^ n := by
    rw [hp]
    field_simp
  rw [(hasDerivAt_bjEnergy C ha hR.le n).deriv, (hasDerivAt_bjEnergy C ha hr.le n).deriv]
  rcases lt_or_gt_of_ne hne with hlt | hgt
  · -- inside the steepest radius the slope rises
    have hmono : StrictMonoOn (bjSlope C a n) (Icc 0 r) := by
      refine strictMonoOn_of_deriv_pos (convex_Icc 0 r) (fun x hx =>
        (hasDerivAt_bjSlope C ha hx.1 hn).continuousAt.continuousWithinAt) ?_
      intro x hx
      rw [interior_Icc] at hx
      have hx0 : 0 < x := hx.1
      rw [(hasDerivAt_bjSlope C ha hx0.le hn).deriv]
      have h := mul_lt_mul_of_pos_left (pow_lt_pow_left₀ hx.2 hx0.le hn0) hn1
      exact div_pos (mul_pos (by positivity) (by linarith)) (by positivity)
    exact hmono ⟨hR.le, hlt.le⟩ ⟨hr.le, le_refl r⟩ hlt
  · -- outside the steepest radius the slope falls
    have hanti : StrictAntiOn (bjSlope C a n) (Ici r) := by
      refine strictAntiOn_of_deriv_neg (convex_Ici r) (fun x hx =>
        (hasDerivAt_bjSlope C ha (hr.le.trans hx) hn).continuousAt.continuousWithinAt) ?_
      intro x hx
      rw [interior_Ici] at hx
      have hrx : r < x := hx
      have hx0 : 0 < x := hr.trans hrx
      rw [(hasDerivAt_bjSlope C ha hx0.le hn).deriv]
      have h := mul_lt_mul_of_pos_left (pow_lt_pow_left₀ hrx hr.le hn0) hn1
      exact div_neg_of_neg_of_pos
        (mul_neg_of_pos_of_neg (by positivity) (by linarith)) (by positivity)
    exact hanti (le_refl r) hgt.le hgt
```

The theorem assumes $C>0$, $a>0$ and $n\ge2$. The inequality concerns `deriv`, the actual derivative of the energy, which is rewritten as `bjSlope` by the first derivative theorem. The equation `hbal` states that the bracket in $E''$ vanishes at $R_*$. Comparing $R^n$ with $R_*^n$ then fixes the sign of the bracket on each side. The two monotonicity criteria ask for a strict sign only in the interior of each interval, so the zero of $E''$ at $R_*$ does no harm.

## The $C_6$ term

```lean
/-- For `E(R) = -C / (R^6 + a^6)`: the value at zero, strict increase on `R ≥ 0`, the limit of
`R^6 E(R)`, and the unique maximum of `E'` over `R > 0` at `R^6 = 5 a^6 / 7`. -/
theorem beckeJohnson_six {C a : ℝ} (hC : 0 < C) (ha : 0 < a) :
    bjEnergy C a 6 0 = -C / a ^ 6 ∧
    StrictMonoOn (bjEnergy C a 6) (Ici 0) ∧
    Tendsto (fun R => R ^ 6 * bjEnergy C a 6 R) atTop (𝓝 (-C)) ∧
    ∃ R₀ : ℝ, 0 < R₀ ∧ R₀ ^ 6 = 5 * a ^ 6 / 7 ∧
      ∀ R : ℝ, 0 < R → R ≠ R₀ → deriv (bjEnergy C a 6) R < deriv (bjEnergy C a 6) R₀ := by
  obtain ⟨hr, hp⟩ := steepestRadius_spec ha (n := 6) (by norm_num)
  refine ⟨bjEnergy_zero C a (by norm_num), bjEnergy_strictMonoOn hC ha (by norm_num),
    tendsto_pow_mul_bjEnergy C ha (by norm_num), steepestRadius a 6, hr, ?_,
    fun R hR hne => deriv_bjEnergy_lt hC ha (by norm_num) hR hne⟩
  rw [hp]
  push_cast
  ring

end

end BeckeJohnsonDamping
```

The theorem collects the results for $n=6$. Its last part provides a positive distance `R₀` with $R_0^6=5a^6/7$ at which $E'$ is strictly larger than at any other positive distance, so the maximiser is unique.

The statements concern one pair and one order at a time. When $C_6$ and $C_8$ terms are added with a common $a$, each has its own steepest distance, and the maximum of the summed slope is a separate question.

```lean
#print axioms BeckeJohnsonDamping.undamped_lt_bjEnergy
#print axioms BeckeJohnsonDamping.beckeJohnson_six
```

```
'BeckeJohnsonDamping.undamped_lt_bjEnergy' depends on axioms: [propext, Classical.choice, Quot.sound]
'BeckeJohnsonDamping.beckeJohnson_six' depends on axioms: [propext, Classical.choice, Quot.sound]
```
